# The quartic cubic field is homogeneous of degree four and invariant under the tetrahedral rotations

The theorem concerns the potential x⁴ + y⁴ + z⁴ − (3/5)(x² + y² + z²)², a real polynomial in three coordinates with no strength constant in front. It states that this polynomial is homogeneous of degree four and is unchanged both by the cyclic permutation of the coordinates and by changing the signs of any two of them. These are a threefold rotation and the three twofold rotations, which together generate the rotation group of the tetrahedron. The attempt builds the homogeneity from that of the separate powers, and checks the threefold rotation with `simp` and `ring`. For the twofold rotations it takes each axis in turn and relies on `simp` alone.

The failing Lean file:

```lean
import Mathlib

open MvPolynomial

namespace CubicFieldSymmetry

noncomputable section

/-- A polynomial potential in the coordinates x, y, z. -/
abbrev Potential := MvPolynomial (Fin 3) ℝ

/-- The threefold rotation, which permutes the coordinates cyclically. -/
def threefold : Potential →ₐ[ℝ] Potential := aeval ![X 1, X 2, X 0]

/-- The twofold rotation about axis `i`, which changes the signs of the other two coordinates. -/
def twofold (i : Fin 3) : Potential →ₐ[ℝ] Potential :=
  aeval fun j => if j = i then X j else -X j

/-- Invariance under the cyclic permutation and under changing the signs of any two coordinates. -/
def IsTetrahedral (p : Potential) : Prop := threefold p = p ∧ ∀ i, twofold i p = p

/-- The quartic cubic field x⁴ + y⁴ + z⁴ - (3/5)(x² + y² + z²)². -/
def cubicField : Potential :=
  X 0 ^ 4 + X 1 ^ 4 + X 2 ^ 4 - C (3 / 5) * (X 0 ^ 2 + X 1 ^ 2 + X 2 ^ 2) ^ 2

private lemma hom_X_pow (i : Fin 3) (n : ℕ) : (X i ^ n : Potential).IsHomogeneous n := by
  have h := (isHomogeneous_X ℝ i).pow n
  rwa [one_mul] at h

/-- The quartic cubic field is homogeneous of degree four and has tetrahedral rotation symmetry. -/
theorem cubicField_symmetry : cubicField.IsHomogeneous 4 ∧ IsTetrahedral cubicField := by
  refine ⟨?_, ?_, fun i => ?_⟩
  · have hr := (((hom_X_pow 0 2).add (hom_X_pow 1 2)).add (hom_X_pow 2 2)).pow 2
    exact (((hom_X_pow 0 4).add (hom_X_pow 1 4)).add (hom_X_pow 2 4)).sub
      ((isHomogeneous_C (Fin 3) (3 / 5 : ℝ)).mul hr)
  · simp [threefold, cubicField, algebraMap_eq]
    ring
  · fin_cases i <;> simp [twofold, cubicField, algebraMap_eq, Even.neg_pow]

end

end CubicFieldSymmetry
```

Messages:

```
Main.lean:38:2: error: unsolved goals
case refine_3.«0»
⊢ X 0 ^ 4 + (-X 1) ^ 4 + (-X 2) ^ 4 = X 0 ^ 4 + X 1 ^ 4 + X 2 ^ 4

case refine_3.«1»
⊢ (-X 0) ^ 4 + X 1 ^ 4 + (-X 2) ^ 4 = X 0 ^ 4 + X 1 ^ 4 + X 2 ^ 4

case refine_3.«2»
⊢ (-X 0) ^ 4 + (-X 1) ^ 4 = X 0 ^ 4 + X 1 ^ 4
```

Fix (accepted with no message):

```diff
@@ -36,5 +36,5 @@
   · simp [threefold, cubicField, algebraMap_eq]
     ring
-  · fin_cases i <;> simp [twofold, cubicField, algebraMap_eq, Even.neg_pow]
+  · fin_cases i <;> simp [twofold, cubicField, algebraMap_eq, Even.neg_pow] <;> ring
 
 end
```

Diagnosis. The error is that three goals are left unsolved, one for each twofold axis. In each, `simp` has carried out the substitution and cancelled the term with the squared sum, but fourth powers such as `(-X 1) ^ 4` still have their minus signs.

`Even.neg_pow` was supplied to remove them. It rewrites `(-a) ^ n` to `a ^ n` only when `n` is known to be even, so here `simp` had first to prove `Even 4`. It did not manage this with the lemmas it had, and so the rewrite was not applied to the fourth powers.

The remaining equations are true identities in a commutative ring. The repair adds `<;> ring`, which runs `ring` on every goal that `simp` leaves. `ring` works out the fourth power of a negated term itself, without needing a separate proof that four is even, and both sides then agree.
